# A tight-binding chain with hopping $-h$ and energies $ig$, $-ig$ on two neighbouring sites has a spectral singularity in $0<k<\pi$ exactly when $g^2=2h^2$, at $k=\pi/2$

## A gain site next to a loss site

A particle or a light wave moves along an infinite chain. One site amplifies it and the neighbouring site absorbs it. Can this pair send steady waves out in both directions with nothing coming in? With real site energies it can't. With gain and loss of equal strength it can, but only at one wavenumber and one value of that strength.

Let $\psi(n)$ be the amplitude at site $n$, $-h$ the hopping with $h>0$, and $\varepsilon_n$ the site energies, zero except for $\varepsilon_0=ig$ and $\varepsilon_1=-ig$ with $g$ real. The stationary equation is

$$-h\,\psi(n+1)-h\,\psi(n-1)+\varepsilon_n\psi(n)=E\,\psi(n),\qquad E=-2h\cos k .$$

With time dependence $e^{-iEt}$ ($\hbar=1$) and $g>0$, site 0 is the gain site and site 1 the loss site. The group velocity $2h\sin k$ is positive for $0<k<\pi$, so $e^{ikn}$ travels to the right. A purely outgoing solution is therefore

$$\psi(n)=a\,e^{-ikn}\ (n\le 0),\qquad \psi(n)=b\,e^{ikn}\ (n\ge 1).$$

A nonzero solution of this kind at a real energy inside the band is what "spectral singularity" means here; the general theory of non-Hermitian operators defines the term through the resolvent.

## What the theorem says about functions on $\mathbb Z$

The main theorem, `spectral_singularity_iff`, says that for real $h\neq0$, real $g$ and $0<k<\pi$, a nonzero purely outgoing solution exists if and only if $k=\pi/2$ and $g^2=2h^2$.

In Lean the wavefunction is a function `ℤ → ℂ`, with no normalisation required. `IsStationary` imposes the equation at every site, and `band h k` is $E$. `wave k n` is $e^{ikn}$, so `wave (-k) 1` is the phase $e^{-ik}$. `scatteringState k c a b` adds an incident wave $c\,e^{ikn}$ on the left, and `HasOutgoingMode` asks for a nonzero state with $c=0$. Many texts write the hopping $-h$ as $-t$; here `t` is a transmitted amplitude. The theorem allows $h<0$, but then the group velocity changes sign and "outgoing" should be read as "incoming".

The model is linear and non-interacting. It represents a pumped or absorbing site of a device by a constant imaginary energy, which ignores, for example, the saturation of the gain at large amplitude.

## Two matching equations

Write $E=-h(e^{ik}+e^{-ik})$. Away from sites 0 and 1 the plane waves satisfy the equation by themselves. For general site energies $u$ and $v$ and incident amplitude $c$, site 0 gives

$$-h\,b e^{ik}-h\,(c e^{-ik}+a e^{ik})+u(c+a)=-h(e^{ik}+e^{-ik})(c+a),$$

and site 1 gives

$$-h\,b e^{2ik}-h(c+a)+v\,b e^{ik}=-h(e^{ik}+e^{-ik})\,b e^{ik}.$$

Collecting terms,

$$(u+he^{-ik})(c+a)+hc\,(e^{ik}-e^{-ik})=h\,be^{ik},\qquad (v+he^{-ik})\,be^{ik}=h(c+a).$$

For $c=0$ these are two homogeneous linear equations in $a$ and $be^{ik}$. They have a nonzero solution exactly when the determinant vanishes:

$$(u+he^{-ik})(v+he^{-ik})=h^2 .$$

## Real and imaginary parts

For $u=ig$, $v=-ig$ the condition becomes $g^2+h^2e^{-2ik}=h^2$. Its real part is $g^2=h^2(1-\cos 2k)=2h^2\sin^2k$. Its imaginary part is $-h^2\sin 2k=0$, that is, $\sin k\cos k=0$. On $0<k<\pi$ the sine is positive, so $\cos k=0$ and $k=\pi/2$. The real part then reads $g^2=2h^2$. Conversely, these two values satisfy both conditions.

Replacing $k$ by $-k$ changes neither condition. The chain therefore has a purely incoming solution, which is perfect absorption of two incident waves, exactly when it has a purely outgoing one.

For real $u$ and $v$, put $x=u+h\cos k$ and $y=v+h\cos k$. The imaginary part of the determinant condition is $-h\sin k\,(x+y)=0$, so $y=-x$. The real part becomes $x^2+h^2\sin^2k+h^2=0$, which is impossible for $h\ne0$.

## An incident wave at the singularity

Set $c=1$, $a=r$, $b=t$. Multiply the second matching equation by $u+he^{-ik}$ and use the first to eliminate $1+r$:

$$\big[(u+he^{-ik})(v+he^{-ik})-h^2\big]\,t\,e^{ik}=-2i\,h^2\sin k .$$

At a singularity the bracket is zero while the right side is not, so no stationary state exists with a unit wave incident from the left and nothing incident from the right. The purely incoming solution is no exception, since it has waves incident from both sides. The linear system for $r$ and $t$ is singular there. Rounding can hide this from a numerical solver, which may then return very large amplitudes instead of an error.

## Numbers for $h=1$

Take $g=\sqrt2$ and $k=\pi/2$, so $E=0$ and $e^{-ik}=-i$. Choose $a=1$. The first matching equation gives $be^{ik}=i\sqrt2-i$, hence $b=\sqrt2-1\approx0.414$. Near the pair the wavefunction is

$$\psi(-1)=i,\quad \psi(0)=1,\quad \psi(1)=i(\sqrt2-1),\quad \psi(2)=-(\sqrt2-1).$$

At site 0 the equation reads $-i(\sqrt2-1)-i+i\sqrt2=0$. At site 1 it reads $(\sqrt2-1)-1+\sqrt2(\sqrt2-1)=0$. Both hold.

Slightly below the singular strength, at $g=1.4$ and the same $k$, the transmission relation gives $t=2/(2-g^2)=2/0.04=50$.

## The Lean file

```lean
import Mathlib

open Complex (I)

namespace SpectralSingularity

noncomputable section

/-- The plane wave `exp(ikn)` on the sites of the chain. -/
def wave (k : ℝ) (n : ℤ) : ℂ := Complex.exp ((k : ℂ) * n * I)

/-- On-site energies: `u` at site 0, `v` at site 1, and zero elsewhere. -/
def siteEnergy (u v : ℂ) (n : ℤ) : ℂ := if n = 0 then u else if n = 1 then v else 0

/-- The band energy `E = -2h cos k` of the chain with hopping `-h`. -/
def band (h k : ℝ) : ℝ := -2 * h * Real.cos k

/-- The stationary Schrödinger equation at energy `E`, imposed at every site of the chain. -/
def IsStationary (h : ℝ) (u v : ℂ) (E : ℝ) (ψ : ℤ → ℂ) : Prop :=
  ∀ n : ℤ, -(h : ℂ) * ψ (n + 1) - h * ψ (n - 1) + siteEnergy u v n * ψ n = E * ψ n

/-- The wavefunction `c exp(ikn) + a exp(-ikn)` for `n ≤ 0` and `b exp(ikn)` for `n ≥ 1`. -/
def scatteringState (k : ℝ) (c a b : ℂ) (n : ℤ) : ℂ :=
  if n ≤ 0 then c * wave k n + a * wave (-k) n else b * wave k n

/-- There is a nonzero stationary state at energy `-2h cos k` of the form `a exp(-ikn)` for
`n ≤ 0` and `b exp(ikn)` for `n ≥ 1`. -/
def HasOutgoingMode (h : ℝ) (u v : ℂ) (k : ℝ) : Prop :=
  ∃ a b : ℂ, scatteringState k 0 a b ≠ 0 ∧
    IsStationary h u v (band h k) (scatteringState k 0 a b)

/-- Moving one site to the right multiplies a plane wave by `exp(ik)`. -/
theorem wave_succ (k : ℝ) (n : ℤ) : wave k (n + 1) = wave k n * wave k 1 := by
  unfold wave
  rw [← Complex.exp_add]
  congr 1
  push_cast
  ring

/-- Moving one site to the left multiplies a plane wave by `exp(-ik)`. -/
theorem wave_pred (k : ℝ) (n : ℤ) : wave k (n - 1) = wave k n * wave (-k) 1 := by
  unfold wave
  rw [← Complex.exp_add]
  congr 1
  push_cast
  ring

/-- Euler's formula for the phases `exp(ik)` and `exp(-ik)` gained over one site. -/
theorem wave_one (k : ℝ) : wave k 1 = (Real.cos k : ℂ) + Real.sin k * I ∧
    wave (-k) 1 = (Real.cos k : ℂ) - Real.sin k * I := by
  have h (q : ℝ) : wave q 1 = (Real.cos q : ℂ) + Real.sin q * I := by
    simp [wave, Complex.exp_mul_I]
  refine ⟨h k, ?_⟩
  rw [h (-k), Real.cos_neg, Real.sin_neg, Complex.ofReal_neg]
  ring

/-- A scattering state is stationary at the band energy exactly when its amplitudes satisfy
the two matching equations at sites 0 and 1. -/
theorem stationary_iff_matching (h k : ℝ) (u v c a b : ℂ) :
    IsStationary h u v (band h k) (scatteringState k c a b) ↔
      (u + h * wave (-k) 1) * (c + a) + h * c * (wave k 1 - wave (-k) 1)
          = h * (b * wave k 1) ∧
      (v + h * wave (-k) 1) * (b * wave k 1) = h * (c + a) := by
  have hE : ((band h k : ℝ) : ℂ) = -h * (wave k 1 + wave (-k) 1) := by
    rw [(wave_one k).1, (wave_one k).2, band, Complex.ofReal_mul, Complex.ofReal_mul]
    push_cast
    ring
  have hL (n : ℤ) (hn : n ≤ 0) :
      scatteringState k c a b n = c * wave k n + a * wave (-k) n := if_pos hn
  have hR (n : ℤ) (hn : ¬ n ≤ 0) : scatteringState k c a b n = b * wave k n := if_neg hn
  have p0 : scatteringState k c a b 0 = c + a := by
    rw [hL 0 le_rfl]; simp [wave]
  have pm : scatteringState k c a b (0 - 1) = c * wave (-k) 1 + a * wave k 1 := by
    rw [hL _ (by norm_num), wave_pred k 0, wave_pred (-k) 0, neg_neg]; simp [wave]
  have p1 : scatteringState k c a b 1 = b * wave k 1 := hR 1 (by norm_num)
  have p2 : scatteringState k c a b (1 + 1) = b * (wave k 1 * wave k 1) := by
    rw [hR _ (by norm_num), wave_succ k 1]
  have s0 : siteEnergy u v 0 = u := by simp [siteEnergy]
  have s1 : siteEnergy u v 1 = v := by simp [siteEnergy]
  constructor
  · intro H
    have h0 := H 0
    have h1 := H 1
    rw [pm, zero_add, p1, p0, s0, hE] at h0
    rw [p2, sub_self, p0, p1, s1, hE] at h1
    exact ⟨by linear_combination h0, by linear_combination h1⟩
  · rintro ⟨m0, m1⟩ n
    rw [hE]
    by_cases n0 : n = 0
    · subst n0
      rw [pm, zero_add, p1, p0, s0]
      linear_combination m0
    by_cases n1 : n = 1
    · subst n1
      rw [p2, sub_self, p0, p1, s1]
      linear_combination m1
    -- away from the two sites the plane waves solve the equation by themselves
    have sn : siteEnergy u v n = 0 := by
      unfold siteEnergy
      rw [if_neg n0, if_neg n1]
    by_cases hn : n ≤ 0
    · rw [hL (n + 1) (by omega), hL (n - 1) (by omega), hL n hn, sn, wave_succ k n,
        wave_succ (-k) n, wave_pred k n, wave_pred (-k) n, neg_neg]
      ring
    · rw [hR (n + 1) (by omega), hR (n - 1) (by omega), hR n hn, sn, wave_succ k n,
        wave_pred k n]
      ring

/-- For nonzero hopping and any complex energies `u`, `v` on the two sites, an outgoing mode
exists exactly when `(u + h exp(-ik)) (v + h exp(-ik)) = h²`. -/
theorem outgoing_iff {h : ℝ} (hh : h ≠ 0) (u v : ℂ) (k : ℝ) :
    HasOutgoingMode h u v k ↔
      (u + h * wave (-k) 1) * (v + h * wave (-k) 1) = (h : ℂ) ^ 2 := by
  have hzw : wave k 1 * wave (-k) 1 = 1 := by
    rw [← wave_pred]; simp [wave]
  constructor
  · rintro ⟨a, b, hne, H⟩
    obtain ⟨m0, m1⟩ := (stationary_iff_matching h k u v 0 a b).mp H
    by_contra hD
    have hD' := sub_ne_zero.mpr hD
    -- a nonzero determinant forces both amplitudes to vanish
    have ha : a = 0 := by
      refine (mul_eq_zero.mp ?_).resolve_left hD'
      linear_combination (v + h * wave (-k) 1) * m0 + h * m1
    have hb : b * wave k 1 = 0 := by
      refine (mul_eq_zero.mp ?_).resolve_left hD'
      linear_combination (u + h * wave (-k) 1) * m1 + h * m0
    have hb' : b = 0 := by
      linear_combination wave (-k) 1 * hb - b * hzw
    apply hne
    funext n
    simp [scatteringState, ha, hb']
  · intro hD
    refine ⟨h, (u + h * wave (-k) 1) * wave (-k) 1, ?_, ?_⟩
    · intro h0
      have := congrFun h0 0
      simp [scatteringState, wave, hh] at this
    · rw [stationary_iff_matching]
      constructor
      · linear_combination (-h * (u + h * wave (-k) 1)) * hzw
      · linear_combination hD +
          (v + h * wave (-k) 1) * (u + h * wave (-k) 1) * hzw

/-- A complex number vanishes exactly when its real and imaginary parts do. -/
theorem re_im_zero (x y : ℝ) : (x : ℂ) + y * I = 0 ↔ x = 0 ∧ y = 0 := by
  simp [Complex.ext_iff]

/-- With nonzero hopping and energies `ig`, `-ig` on the two sites, an outgoing mode exists at
real `k` exactly when `g² = 2h² sin² k` and `sin k cos k = 0`. -/
theorem gain_loss_iff {h : ℝ} (hh : h ≠ 0) (g k : ℝ) :
    HasOutgoingMode h (I * g) (-(I * g)) k ↔
      g ^ 2 = 2 * h ^ 2 * Real.sin k ^ 2 ∧ Real.sin k * Real.cos k = 0 := by
  have hcs := Real.sin_sq_add_cos_sq k
  rw [outgoing_iff hh, (wave_one k).2]
  generalize Real.cos k = c at hcs ⊢
  generalize Real.sin k = s at hcs ⊢
  have key : (I * g + h * ((c : ℂ) - s * I)) * (-(I * g) + h * ((c : ℂ) - s * I)) - (h : ℂ) ^ 2
      = ((g ^ 2 + h ^ 2 * (c ^ 2 - s ^ 2) - h ^ 2 : ℝ) : ℂ)
        + ((-2 * h ^ 2 * (s * c) : ℝ) : ℂ) * I := by
    push_cast
    linear_combination ((h : ℂ) ^ 2 * s ^ 2 - g ^ 2) * Complex.I_sq
  constructor
  · intro H
    obtain ⟨h1, h2⟩ := (re_im_zero _ _).mp (key.symm.trans (sub_eq_zero.mpr H))
    refine ⟨by linear_combination h1 - h ^ 2 * hcs, ?_⟩
    refine (mul_eq_zero.mp ?_).resolve_left (pow_ne_zero 2 hh)
    linear_combination (-1 / 2) * h2
  · rintro ⟨h1, h2⟩
    refine sub_eq_zero.mp (key.trans ((re_im_zero _ _).mpr ⟨?_, ?_⟩))
    · linear_combination h1 + h ^ 2 * hcs
    · linear_combination (-2 * h ^ 2) * h2

/-- For nonzero hopping, energies `ig`, `-ig` on the two sites and `0 < k < π`, a nonzero purely
outgoing solution exists exactly when `k = π/2` and `g² = 2h²`. -/
theorem spectral_singularity_iff {h : ℝ} (hh : h ≠ 0) (g : ℝ) {k : ℝ}
    (h0 : 0 < k) (hπ : k < Real.pi) :
    HasOutgoingMode h (I * g) (-(I * g)) k ↔ k = Real.pi / 2 ∧ g ^ 2 = 2 * h ^ 2 := by
  rw [gain_loss_iff hh]
  constructor
  · rintro ⟨h1, h2⟩
    have hc : Real.cos k = 0 :=
      (mul_eq_zero.mp h2).resolve_left (Real.sin_pos_of_pos_of_lt_pi h0 hπ).ne'
    have hk : k = Real.pi / 2 :=
      Real.injOn_cos ⟨h0.le, hπ.le⟩
        ⟨by linarith [Real.pi_pos], by linarith [Real.pi_pos]⟩
        (by rw [hc, Real.cos_pi_div_two])
    rw [hk, Real.sin_pi_div_two] at h1
    exact ⟨hk, by linarith⟩
  · rintro ⟨hk, h1⟩
    rw [hk, Real.sin_pi_div_two, Real.cos_pi_div_two]
    exact ⟨by linarith, by norm_num⟩

/-- With nonzero hopping and energies `ig`, `-ig`, a nonzero purely incoming solution (the
outgoing form with `k` replaced by `-k`) exists exactly when a purely outgoing one does. -/
theorem incoming_iff_outgoing {h : ℝ} (hh : h ≠ 0) (g k : ℝ) :
    HasOutgoingMode h (I * g) (-(I * g)) (-k) ↔ HasOutgoingMode h (I * g) (-(I * g)) k := by
  rw [gain_loss_iff hh g (-k), gain_loss_iff hh g k]
  simp only [Real.sin_neg, Real.cos_neg, neg_sq, neg_mul, neg_eq_zero]

/-- With nonzero hopping and real energies on the two sites, no outgoing mode exists for
`0 < k < π`. -/
theorem no_outgoing_of_real {h : ℝ} (hh : h ≠ 0) (u v : ℝ) {k : ℝ}
    (h0 : 0 < k) (hπ : k < Real.pi) : ¬ HasOutgoingMode h u v k := by
  have hs := (Real.sin_pos_of_pos_of_lt_pi h0 hπ).ne'
  rw [outgoing_iff hh, (wave_one k).2]
  generalize Real.cos k = c
  generalize Real.sin k = s at hs ⊢
  intro H
  have key : ((u : ℂ) + h * ((c : ℂ) - s * I)) * (v + h * ((c : ℂ) - s * I)) - (h : ℂ) ^ 2
      = (((u + h * c) * (v + h * c) - h ^ 2 * s ^ 2 - h ^ 2 : ℝ) : ℂ)
        + ((-(h * s) * (u + v + 2 * h * c) : ℝ) : ℂ) * I := by
    push_cast
    linear_combination ((h : ℂ) ^ 2 * s ^ 2) * Complex.I_sq
  obtain ⟨h1, h2⟩ := (re_im_zero _ _).mp (key.symm.trans (sub_eq_zero.mpr H))
  have h3 := (mul_eq_zero.mp h2).resolve_left (neg_ne_zero.mpr (mul_ne_zero hh hs))
  -- the two conditions together make a sum of squares vanish
  have h4 : (u + h * c) ^ 2 + (h * s) ^ 2 + h ^ 2 = 0 := by
    linear_combination (u + h * c) * h3 - h1
  have h5 : 0 < h ^ 2 := by positivity
  linarith [sq_nonneg (u + h * c), sq_nonneg (h * s)]

/-- In a stationary state with unit wave incident from the left and nothing incident from the right,
the transmitted amplitude `t` satisfies
`((u + h exp(-ik)) (v + h exp(-ik)) - h²) t exp(ik) = -2i h² sin k`. -/
theorem transmission_relation {h k : ℝ} {u v r t : ℂ}
    (H : IsStationary h u v (band h k) (scatteringState k 1 r t)) :
    ((u + h * wave (-k) 1) * (v + h * wave (-k) 1) - (h : ℂ) ^ 2) * (t * wave k 1)
      = -2 * I * h ^ 2 * Real.sin k := by
  obtain ⟨m0, m1⟩ := (stationary_iff_matching h k u v 1 r t).mp H
  have hd : wave k 1 - wave (-k) 1 = 2 * Real.sin k * I := by
    rw [(wave_one k).1, (wave_one k).2]
    ring
  linear_combination (u + h * wave (-k) 1) * m1 + h * m0 - (h : ℂ) ^ 2 * hd

/-- For nonzero hopping and `0 < k < π`, if an outgoing mode exists then no stationary state with
unit wave incident from the left and nothing incident from the right exists at the same `k`. -/
theorem no_scattering_state {h k : ℝ} (hh : h ≠ 0) {u v : ℂ} (h0 : 0 < k) (hπ : k < Real.pi)
    (hout : HasOutgoingMode h u v k) (r t : ℂ) :
    ¬ IsStationary h u v (band h k) (scatteringState k 1 r t) := by
  intro H
  have ht := transmission_relation H
  rw [(outgoing_iff hh u v k).mp hout, sub_self, zero_mul] at ht
  have hs : (Real.sin k : ℂ) ≠ 0 :=
    Complex.ofReal_ne_zero.mpr (Real.sin_pos_of_pos_of_lt_pi h0 hπ).ne'
  have hc : (h : ℂ) ≠ 0 := Complex.ofReal_ne_zero.mpr hh
  exact mul_ne_zero (mul_ne_zero (mul_ne_zero (by norm_num) Complex.I_ne_zero)
    (pow_ne_zero 2 hc)) hs ht.symm

end

end SpectralSingularity
```

```lean
#print axioms SpectralSingularity.spectral_singularity_iff
#print axioms SpectralSingularity.incoming_iff_outgoing
#print axioms SpectralSingularity.no_outgoing_of_real
#print axioms SpectralSingularity.no_scattering_state
```

```
'SpectralSingularity.spectral_singularity_iff' depends on axioms: [propext, Classical.choice, Quot.sound]
'SpectralSingularity.incoming_iff_outgoing' depends on axioms: [propext, Classical.choice, Quot.sound]
'SpectralSingularity.no_outgoing_of_real' depends on axioms: [propext, Classical.choice, Quot.sound]
'SpectralSingularity.no_scattering_state' depends on axioms: [propext, Classical.choice, Quot.sound]
```

## From plane waves to the determinant in Lean

`wave_succ` and `wave_pred` shift a plane wave by one site, and `wave_one` is Euler's formula. With them, `stationary_iff_matching` reduces infinitely many equations to two. Its facts `p0`, `pm`, `p1` and `p2` are the values of $\psi$ at sites $0,-1,1,2$, and `hE` rewrites the energy in phases. In the forward direction the equation is taken at $n=0$ and $n=1$. In the other direction the proof splits into $n=0$, $n=1$ and the remaining sites, where `ring` confirms that the plane waves are solutions. The tactic `linear_combination` does the collecting of terms: it checks that the goal is the stated combination of known equations.

`outgoing_iff` is the determinant argument. If the determinant is nonzero, suitable combinations of the matching equations show that it annihilates both $a$ and $be^{ik}$, so the state is zero. If it vanishes, the proof supplies the solution $a=h$, $b=(u+he^{-ik})e^{-ik}$.

## From the determinant to $k=\pi/2$

`gain_loss_iff` replaces $\cos k$ and $\sin k$ by real variables `c` and `s`, keeping $s^2+c^2=1$; this `c` is not the incident amplitude. The identity `key` writes the determinant as a real part plus $i$ times an imaginary part, and `re_im_zero` sets each to zero. `spectral_singularity_iff` then uses the positive sine to get $\cos k=0$, and the injectivity of the cosine on $[0,\pi]$ to get $k=\pi/2$.

`incoming_iff_outgoing` applies `gain_loss_iff` at $k$ and $-k$ and simplifies the signs. `no_outgoing_of_real` splits the determinant in the same way and reaches the impossible sum of squares as `h4`. `transmission_relation` is the elimination of $1+r$ in a single `linear_combination`, and `no_scattering_state` combines it with `outgoing_iff` to get zero equal to a nonzero number.
